# Schwarz bounds for semilocal integrals on a positive-weight radial grid: valid with |U|, and valid for all orbitals with signed diagonals only if U has one sign

A: Let $p=(c,q)$ label an angular channel $c$ and a radial grid point $q$. The quadrature weights $w_q$ are real and depend only on $q$; the factor $r^2$ of the radial integral is absorbed in them. The potential $U_p$ is real and may differ between channels. An orbital enters through its projected values $f_p\in\mathbb C$. The semilocal integral, conjugate-linear in its first orbital, is

$$I_{fg}=\sum_p w_q U_p\,\overline{f_p}\,g_p .$$

In the code `L` is the set of channels, `Q` the set of grid points, and `p.2` is $q$.

In Lean 4 with Mathlib:

```lean
import Mathlib

open Finset

namespace SemilocalScreening

noncomputable section

variable {L Q : Type*} [Fintype L] [Fintype Q]

/-- The semilocal integral of two projected orbitals `f`, `g`: a sum over angular channels
and radial grid points, with quadrature weights `w` and a channel-dependent potential `U`. -/
def semilocal (w : Q → ℝ) (U : L × Q → ℝ) (f g : L × Q → ℂ) : ℂ :=
  ∑ p, ((w p.2 * U p : ℝ) : ℂ) * (starRingEnd ℂ (f p) * g p)
```

The quantity used for screening replaces $U$ by its absolute value:

$$J_f=\sum_p w_q|U_p|\,|f_p|^2 .$$

```lean
/-- The screening diagonal of an orbital: its weighted density summed against the absolute
value of the potential. -/
def absDiag (w : Q → ℝ) (U : L × Q → ℝ) (f : L × Q → ℂ) : ℝ :=
  ∑ p, w p.2 * |U p| * ‖f p‖ ^ 2
```

Q: I see no spherical harmonics. Is this still an effective core potential?

A: It is the semilocal part after angular projection. Take $c=(\ell,m)$, let $f_p$ be the projection of the orbital on $Y_{\ell m}$ at radius $r_q$, and give $U$ the same value for every $m$. The projection itself, the truncation in $\ell$ and the error of the radial quadrature are left out, as is the local part of the potential. Everything below concerns the finite sum.

Q: You defined $J_f$ separately. Is it really an integral of the same kind?

A: Yes. Since $\overline{f_p}f_p=|f_p|^2$, putting $|U|$ into $I_{ff}$ gives $J_f$ term by term. The lemma does this with `Complex.conj_mul'`.

```lean
/-- The screening diagonal is the diagonal semilocal integral of the potential `|U|`. -/
theorem semilocal_abs_diag (w : Q → ℝ) (U : L × Q → ℝ) (f : L × Q → ℂ) :
    semilocal w (fun p => |U p|) f f = (absDiag w U f : ℂ) := by
  simp only [semilocal, absDiag, Complex.ofReal_sum]
  refine Finset.sum_congr rfl fun p _ => ?_
  rw [Complex.conj_mul']
  push_cast
  rfl
```

Q: The usual Schwarz inequality is stated for a positive form, and $U$ may change sign. Where does positivity come from?

A: From taking absolute values first. With $w_q\ge 0$, the triangle inequality gives

$$|I_{fg}|\le\sum_p w_q|U_p|\,|f_p|\,|g_p|=\sum_p\bigl(\sqrt{w_q|U_p|}\,|f_p|\bigr)\bigl(\sqrt{w_q|U_p|}\,|g_p|\bigr).$$

Cauchy-Schwarz for real sums then yields

$$|I_{fg}|^2\le\sum_p w_q|U_p||f_p|^2\;\sum_p w_q|U_p||g_p|^2=J_fJ_g .$$

In the proof, `h1` is the first line, `h2` identifies the sums of squares with the screening diagonals, and `h3` is Cauchy-Schwarz. The last line squares `h1` and chains it with `h3`.

```lean
/-- Schwarz screening: for nonnegative quadrature weights, the squared modulus of a semilocal
integral is at most the product of the two screening diagonals, whatever the signs of `U`. -/
theorem schwarz_screening {w : Q → ℝ} (hw : ∀ q, 0 ≤ w q) (U : L × Q → ℝ)
    (f g : L × Q → ℂ) :
    ‖semilocal w U f g‖ ^ 2 ≤ absDiag w U f * absDiag w U g := by
  -- triangle inequality, with the weight split evenly between the two orbitals
  have h1 : ‖semilocal w U f g‖ ≤
      ∑ p, (√(w p.2 * |U p|) * ‖f p‖) * (√(w p.2 * |U p|) * ‖g p‖) := by
    unfold semilocal
    refine (norm_sum_le _ _).trans (le_of_eq (Finset.sum_congr rfl fun p _ => ?_))
    have hs := Real.mul_self_sqrt (mul_nonneg (hw p.2) (abs_nonneg (U p)))
    rw [norm_mul, norm_mul, RCLike.norm_conj, Complex.norm_real, Real.norm_eq_abs,
      abs_mul, abs_of_nonneg (hw p.2)]
    linear_combination (-(‖f p‖ * ‖g p‖)) * hs
  have h2 : ∀ h : L × Q → ℂ,
      ∑ p, (√(w p.2 * |U p|) * ‖h p‖) ^ 2 = absDiag w U h := by
    intro h
    refine Finset.sum_congr rfl fun p _ => ?_
    rw [mul_pow, Real.sq_sqrt (mul_nonneg (hw p.2) (abs_nonneg (U p)))]
  -- Cauchy-Schwarz on the grid
  have h3 := Finset.sum_mul_sq_le_sq_mul_sq Finset.univ
    (fun p : L × Q => √(w p.2 * |U p|) * ‖f p‖)
    (fun p : L × Q => √(w p.2 * |U p|) * ‖g p‖)
  simp only [h2] at h3
  exact (pow_le_pow_left₀ (norm_nonneg _) h1 2).trans h3
```

Q: Some quadrature rules have negative weights. Does that matter?

A: It can. Take one channel, two points, weights $(1,-1)$, $U=1$ at both, $f=(1,1)$ and $g=(1,-1)$. Then $J_f=J_g=0$ but $I_{fg}=2$, so the bound can fail for weights of mixed sign.

Q: A bound on one integral is not yet a bound on an energy.

A: Contract the integrals over a finite set of orbitals $\varphi_a$ with a matrix $D_{ab}$, and let $S$ be the set of discarded ordered pairs. If $J_{\varphi_a}J_{\varphi_b}\le\tau^2$ on $S$, with $\tau\ge0$, then $|I_{ab}|\le\tau$ there, and

$$\Bigl|\sum_{(a,b)\in S}D_{ab}I_{ab}\Bigr|\le\sum_{(a,b)\in S}|D_{ab}||I_{ab}|\le\tau\sum_{(a,b)\in S}|D_{ab}| .$$

The left side is the full contraction minus the one over the retained pairs `Sᶜ`. The proof makes that subtraction first, then bounds each term; `hle` takes the square root of the Schwarz bound. For an expectation value written as $\mathrm{Tr}(PI)$ with density matrix $P$, take $D=P^{\mathsf T}$, because here $D_{ab}$ multiplies $I_{ab}$.

```lean
/-- Error control: with nonnegative weights, if every discarded orbital pair has a product of
screening diagonals at most `τ ^ 2`, with `τ ≥ 0`, then the contraction with a matrix `D`
changes by at most `τ` times the sum of `‖D a b‖` over the discarded pairs. -/
theorem screening_error {B : Type*} [Fintype B] [DecidableEq B]
    {w : Q → ℝ} (hw : ∀ q, 0 ≤ w q) (U : L × Q → ℝ) (φ : B → L × Q → ℂ)
    (D : B → B → ℂ) (S : Finset (B × B)) {τ : ℝ} (hτ : 0 ≤ τ)
    (hS : ∀ x ∈ S, absDiag w U (φ x.1) * absDiag w U (φ x.2) ≤ τ ^ 2) :
    ‖(∑ x : B × B, D x.1 x.2 * semilocal w U (φ x.1) (φ x.2)) -
        ∑ x ∈ Sᶜ, D x.1 x.2 * semilocal w U (φ x.1) (φ x.2)‖
      ≤ τ * ∑ x ∈ S, ‖D x.1 x.2‖ := by
  -- the error is the sum over the discarded pairs
  rw [← Finset.sum_add_sum_compl S, add_sub_cancel_right, Finset.mul_sum]
  refine (norm_sum_le _ _).trans (Finset.sum_le_sum fun x hx => ?_)
  have h := (schwarz_screening hw U (φ x.1) (φ x.2)).trans (hS x hx)
  have hle : ‖semilocal w U (φ x.1) (φ x.2)‖ ≤ τ := by
    by_contra hn
    have hlt := lt_of_not_ge hn
    nlinarith
  rw [norm_mul, mul_comm]
  exact mul_le_mul_of_nonneg_right hle (norm_nonneg _)
```

For one-electron semilocal integrals on a finite grid and a fixed density matrix, this turns a screening threshold in an electronic-structure code into an error bound on the contracted expectation value.

Q: My code already has the diagonals $I_{aa}$. Why not screen with $|I_{aa}||I_{bb}|$?

A: With nonnegative weights, that is safe if $U$ has one sign over all channels and points. Then $U=\sigma|U|$ with $\sigma=\pm1$, so $I_{ff}=\sigma J_f$ and $|I_{ff}|=J_f$, because $J_f\ge0$. The two cases of the proof are the two values of $\sigma$.

```lean
/-- For nonnegative weights and a potential of a single sign, the modulus of the signed
diagonal integral equals the screening diagonal. -/
theorem norm_diag_of_single_sign {w : Q → ℝ} (hw : ∀ q, 0 ≤ w q) {U : L × Q → ℝ}
    (hU : (∀ p, 0 ≤ U p) ∨ (∀ p, U p ≤ 0)) (f : L × Q → ℂ) :
    ‖semilocal w U f f‖ = absDiag w U f := by
  have h0 : 0 ≤ absDiag w U f := Finset.sum_nonneg fun p _ =>
    mul_nonneg (mul_nonneg (hw p.2) (abs_nonneg _)) (sq_nonneg _)
  rcases hU with h | h
  · have e : semilocal w U f f = (absDiag w U f : ℂ) := by
      rw [← semilocal_abs_diag]
      refine Finset.sum_congr rfl fun p _ => ?_
      simp only [abs_of_nonneg (h p)]
    rw [e, Complex.norm_real, Real.norm_eq_abs, abs_of_nonneg h0]
  · have e : semilocal w U f f = -(absDiag w U f : ℂ) := by
      rw [← semilocal_abs_diag]
      simp only [semilocal, ← Finset.sum_neg_distrib]
      refine Finset.sum_congr rfl fun p _ => ?_
      simp only [abs_of_nonpos (h p)]
      push_cast
      ring
    rw [e, norm_neg, Complex.norm_real, Real.norm_eq_abs, abs_of_nonneg h0]
```

Q: And if one channel is repulsive and another attractive?

A: Then some pair of orbitals violates the signed bound, provided all weights are strictly positive. Choose labels $p$ with $U_p<0$ and $r$ with $U_r>0$ (here $r$ is a label like $p$, not a radius), and let $A<0<B$ be the weighted potentials $wU$ at these two points. Let $v_y$ be $1$ at $p$, $y$ at $r$ and zero elsewhere. For real $y,y'$,

$$I_{v_yv_{y'}}=A+B\,y\,y' .$$

The orbitals $v_1$ and $v_{-1}$ both have diagonal $A+B$, while their mixed integral is $A-B$. The signed bound would require $(A-B)^2\le(A+B)^2$, that is $0\le 4AB$, but $AB<0$.

In the code `sum2` is the displayed formula, `H` is the signed bound for this pair, and `nlinarith` finds the contradiction. The reverse implication combines `norm_diag_of_single_sign` with `schwarz_screening`. Strict positivity matters because a point of zero weight could carry the wrong sign of $U$ without affecting any integral.

```lean
/-- For positive weights, the Schwarz bound with signed diagonal integrals holds for all pairs
of orbitals if and only if the potential has a single sign over all channels and grid points. -/
theorem signed_screening_iff {w : Q → ℝ} (hw : ∀ q, 0 < w q) (U : L × Q → ℝ) :
    (∀ f g : L × Q → ℂ, ‖semilocal w U f g‖ ^ 2 ≤
        ‖semilocal w U f f‖ * ‖semilocal w U g g‖) ↔
      (∀ p, 0 ≤ U p) ∨ (∀ p, U p ≤ 0) := by
  classical
  constructor
  · intro h
    by_contra hn
    rw [not_or, not_forall, not_forall] at hn
    obtain ⟨⟨p, hp⟩, ⟨r, hr⟩⟩ := hn
    rw [not_le] at hp hr
    have hpr : p ≠ r := by
      rintro rfl
      linarith
    -- orbitals living on one attractive and one repulsive point
    let v : ℝ → L × Q → ℂ := fun y s => if s = p then 1 else if s = r then (y : ℂ) else 0
    have sum2 : ∀ y y' : ℝ, semilocal w U (v y) (v y') =
        ((w p.2 * U p + w r.2 * U r * y * y' : ℝ) : ℂ) := by
      intro y y'
      unfold semilocal
      rw [Fintype.sum_eq_add p r hpr]
      · simp [v, hpr.symm]
        ring
      · rintro s ⟨h1, h2⟩
        simp [v, h1, h2]
    -- the in-phase and out-of-phase combinations violate the signed bound
    have H := h (v 1) (v (-1))
    simp only [sum2, Complex.norm_real, Real.norm_eq_abs, sq_abs, mul_one, mul_neg,
      neg_neg, abs_mul_abs_self] at H
    have hA := mul_neg_of_pos_of_neg (hw p.2) hp
    have hB := mul_pos (hw r.2) hr
    nlinarith [mul_neg_of_neg_of_pos hA hB]
  · intro hU f g
    have hw' : ∀ q, 0 ≤ w q := fun q => (hw q).le
    rw [norm_diag_of_single_sign hw' hU f, norm_diag_of_single_sign hw' hU g]
    exact schwarz_screening hw' U f g
```

Q: Those orbitals live on two grid points. My basis functions don't.

A: Right, and the theorem quantifies over all complex functions on the grid. A particular smooth basis may happen to satisfy the signed bound even when $U$ changes sign. What you lose is the guarantee.

Q: How bad can the loss be?

A: Total, for a single pair. With one channel, two points of unit weight, $U=(1,-1)$, $a=(1,1)$ and $b=(1,-1)$,

$$I_{aa}=1-1=0,\qquad I_{bb}=1-1=0,\qquad I_{ab}=1+1=2 .$$

Signed screening discards this pair at every threshold $\tau\ge0$. The screening diagonals are $J_a=J_b=2$, so $J_aJ_b=4=|I_{ab}|^2$ and the bound with $|U|$ is attained. These orbitals have squared norm $2$ on the grid; after normalisation $I_{ab}=1$ and $J_a=J_b=1$, with the signed diagonals still zero. The proof expands the sums over the two points and evaluates them.

```lean
/-- One channel, two grid points of unit weight, potential `(1, -1)`, orbitals `(1, 1)` and
`(1, -1)`: both signed diagonals vanish, the off-diagonal integral is `2`, and the product of
the screening diagonals is `2 ^ 2`. -/
theorem two_point_example :
    let w : Fin 2 → ℝ := fun _ => 1
    let U : Unit × Fin 2 → ℝ := fun p => ![1, -1] p.2
    let a : Unit × Fin 2 → ℂ := fun _ => 1
    let b : Unit × Fin 2 → ℂ := fun p => ![1, -1] p.2
    semilocal w U a a = 0 ∧ semilocal w U b b = 0 ∧ semilocal w U a b = 2 ∧
      absDiag w U a * absDiag w U b = 2 ^ 2 := by
  refine ⟨?_, ?_, ?_, ?_⟩ <;>
    norm_num [semilocal, absDiag, Fintype.sum_prod_type, Fin.sum_univ_two]

end

end SemilocalScreening
```

```lean
#print axioms SemilocalScreening.screening_error
#print axioms SemilocalScreening.signed_screening_iff
#print axioms SemilocalScreening.two_point_example
```

```
'SemilocalScreening.screening_error' depends on axioms: [propext, Classical.choice, Quot.sound]
'SemilocalScreening.signed_screening_iff' depends on axioms: [propext, Classical.choice, Quot.sound]
'SemilocalScreening.two_point_example' depends on axioms: [propext, Classical.choice, Quot.sound]
```
